# The expectation value of $S^2$ in a two-electron unrestricted determinant

When the bond of the hydrogen molecule is stretched, an unrestricted Hartree–Fock calculation can place the spin-up and the spin-down electron in different spatial orbitals $a$ and $b$. The resulting determinant has $S_z = 0$, but it need not be a singlet, and $\langle S^2\rangle$, which is zero for a singlet, measures the departure. For a single determinant of two electrons with opposite spin in a finite orthonormal basis, this spin contamination is fixed by the overlap of the two normalised orbitals.

## The claim and its derivation

Let $a, b \in \mathbb{C}^n$ be unit vectors, set $\hbar = 1$, and write $x = (i,\sigma)$, $y = (j,\tau)$ for the basis and spin indices of the two electrons. The determinant is
$$\Psi(x,y) = \tfrac{1}{\sqrt2}\left[(a\alpha)(x)\,(b\beta)(y) - (b\beta)(x)\,(a\alpha)(y)\right],$$
and the claim is
$$\langle\Psi|\Psi\rangle = 1, \qquad \langle\Psi|S^2|\Psi\rangle = 1 - |\langle a|b\rangle|^2, \qquad S^2 = (\mathbf s_1+\mathbf s_2)^2 .$$

Each spin has $\mathbf s^2 = \tfrac34$, so $S^2 = \tfrac32 + 2\,\mathbf s_1\cdot\mathbf s_2$ with $\mathbf s_1\cdot\mathbf s_2 = s_{1z}s_{2z} + \tfrac12(s_{1+}s_{2-} + s_{1-}s_{2+})$. On $\alpha\alpha$ and $\beta\beta$ the ladder terms vanish and $S^2 = \tfrac32 + \tfrac12 = 2$. On $\alpha\beta$ one finds $\mathbf s_1\cdot\mathbf s_2\,\alpha\beta = -\tfrac14\alpha\beta + \tfrac12\beta\alpha$, so $S^2\alpha\beta = \alpha\beta + \beta\alpha$, and likewise for $\beta\alpha$. All four cases read $S^2 = 1 + P$, where $P$ exchanges the two spin indices. This is Dirac's spin exchange identity for two electrons; its form for $N$ electrons, a sum over all pairs, is not treated.

The determinant has two non-zero spin components,
$$\Psi(i\alpha, j\beta) = \tfrac{1}{\sqrt2}a_i b_j, \qquad \Psi(i\beta, j\alpha) = -\tfrac{1}{\sqrt2}b_i a_j .$$
Summing their squared moduli gives
$$\langle\Psi|\Psi\rangle = \tfrac12\left[\langle a|a\rangle\langle b|b\rangle + \langle b|b\rangle\langle a|a\rangle\right] = \langle a|a\rangle\langle b|b\rangle .$$
The exchange $P$ interchanges the components: $(P\Psi)(i\alpha,j\beta) = -\tfrac{1}{\sqrt2}b_i a_j$ and $(P\Psi)(i\beta,j\alpha) = \tfrac{1}{\sqrt2}a_i b_j$. Hence
$$\langle\Psi|P\Psi\rangle = -\tfrac12\sum_{ij}\left[\bar a_i b_i\,\bar b_j a_j + \bar b_i a_i\,\bar a_j b_j\right] = -\langle a|b\rangle\langle b|a\rangle = -|\langle a|b\rangle|^2 .$$
For unit vectors the first bracket is 1, and the sum of the two is $\langle S^2\rangle = 1 - |\langle a|b\rangle|^2$.

Put $s = \langle a|b\rangle$ and $r = b - s a$. Then $\langle r|r\rangle = 1 - s\bar s - \bar s s + \bar s s = 1 - |s|^2 = \langle S^2\rangle$, so $0 \le \langle S^2\rangle \le 1$. The value 1 is reached exactly when $s = 0$. The value 0 forces $r = 0$ and $|s| = 1$, so $b$ is a phase times $a$; conversely $b = c\,a$ gives $P\Psi = -\Psi$ and $S^2\Psi = 0$. Finally $P^2 = 1$ gives $(S^2)^2 = 1 + 2P + 1 = 2S^2$, so the variance is $2(1-|s|^2) - (1-|s|^2)^2 = 1 - |s|^4$.

Normalisation cannot be dropped: for $a = 2e_1$, $b = e_1$ one has $\langle\Psi|\Psi\rangle = 4$ and $\langle\Psi|S^2|\Psi\rangle = 0$, while $1 - |\langle a|b\rangle|^2 = -3$. Dividing the bracket by $\langle\Psi|\Psi\rangle$ does not restore the formula.

## The formal model

The type `n` labels the spatial basis functions.

In Lean 4 with Mathlib:

```lean
import Mathlib

open ComplexConjugate

namespace UnrestrictedDeterminantSpin

noncomputable section

variable {n : Type*}
```

A coordinate is a pair in `n × Fin 2`, and a two-electron function is an arbitrary complex function of two coordinates; antisymmetry is not part of the type. Spin index 0 is $\alpha$ and index 1 is $\beta$.

```lean
/-- A two-electron function: each electron carries a spatial basis index and a spin index. -/
abbrev TwoElectron (n : Type*) := n × Fin 2 → n × Fin 2 → ℂ

/-- The spin function α. -/
def alpha : Fin 2 → ℂ := ![1, 0]

/-- The spin function β. -/
def beta : Fin 2 → ℂ := ![0, 1]
```

The spin matrices are the Pauli matrices divided by 2, which fixes $\hbar = 1$.

```lean
/-- The one-electron spin matrix s_x, half the Pauli matrix σ_x. -/
def sx : Matrix (Fin 2) (Fin 2) ℂ := !![0, 1 / 2; 1 / 2, 0]

/-- The one-electron spin matrix s_y, half the Pauli matrix σ_y. -/
def sy : Matrix (Fin 2) (Fin 2) ℂ := !![0, -(Complex.I / 2); Complex.I / 2, 0]

/-- The one-electron spin matrix s_z, half the Pauli matrix σ_z. -/
def sz : Matrix (Fin 2) (Fin 2) ℂ := !![1 / 2, 0; 0, -(1 / 2)]
```

`totalSpin s` applies the matrix `s` to the spin index `x.2` of the first electron and adds the same action on `y.2`. The operator $S^2$ is defined from the three Cartesian components, each applied twice, so that $S^2 = 1 + P$ is a theorem and not a definition. `spinSwap` is $P$.

```lean
/-- The operator s₁ + s₂: the spin matrix `s` acting on the spin index of electron 1 plus
the same matrix acting on the spin index of electron 2. -/
def totalSpin (s : Matrix (Fin 2) (Fin 2) ℂ) (Ψ : TwoElectron n) : TwoElectron n :=
  fun x y => ∑ σ, s x.2 σ * Ψ (x.1, σ) y + ∑ τ, s y.2 τ * Ψ x (y.1, τ)

/-- The squared total spin S² = S_x² + S_y² + S_z² of two electrons. -/
def totalSpinSq (Ψ : TwoElectron n) : TwoElectron n :=
  totalSpin sx (totalSpin sx Ψ) + totalSpin sy (totalSpin sy Ψ) + totalSpin sz (totalSpin sz Ψ)

/-- The operator that exchanges the spin indices of the two electrons and leaves the
spatial indices in place. -/
def spinSwap (Ψ : TwoElectron n) : TwoElectron n :=
  fun x y => Ψ (x.1, y.2) (y.1, x.2)
```

`uhf a b` is $\Psi$, defined for any two coefficient vectors. Nothing requires $a$ and $b$ to solve a self-consistent field equation, and no Hamiltonian appears.

```lean
/-- The spin orbital formed from a spatial orbital `a` and a spin function `χ`. -/
def spinOrbital (a : n → ℂ) (χ : Fin 2 → ℂ) (x : n × Fin 2) : ℂ := a x.1 * χ x.2

/-- The prefactor 1/√2 of a two-electron determinant. -/
def detPrefactor : ℂ := ((1 / Real.sqrt 2 : ℝ) : ℂ)

/-- The unrestricted determinant: the antisymmetrised product of the spin orbitals aα and bβ
with prefactor 1/√2. -/
def uhf (a b : n → ℂ) : TwoElectron n :=
  fun x y => detPrefactor *
    (spinOrbital a alpha x * spinOrbital b beta y - spinOrbital b beta x * spinOrbital a alpha y)
```

Both brackets are conjugate-linear in the first argument. They are plain sums over a finite index set, so the basis is taken as orthonormal; a non-orthogonal atomic basis with its overlap matrix, and orbitals on continuous space, are not covered.

```lean
/-- The overlap ⟨a|b⟩ of two spatial orbitals. -/
def overlap [Fintype n] (a b : n → ℂ) : ℂ := ∑ i, conj (a i) * b i

/-- The bracket ⟨Φ|Ψ⟩ of two two-electron functions, summed over space and spin. -/
def braket [Fintype n] (Φ Ψ : TwoElectron n) : ℂ := ∑ x, ∑ y, conj (Φ x y) * Ψ x y
```

## The proof

The prefactor enters every bracket as its conjugate times itself, so two properties suffice: it is real and its square is $\tfrac12$.

```lean
/-- The prefactor equals its complex conjugate and its square is 1/2. -/
theorem detPrefactor_facts :
    conj detPrefactor = detPrefactor ∧ detPrefactor * detPrefactor = 1 / 2 := by
  have h : (1 / Real.sqrt 2 : ℝ) * (1 / Real.sqrt 2) = 1 / 2 := by
    rw [div_mul_div_comm, Real.mul_self_sqrt (by norm_num : (0 : ℝ) ≤ 2)]
    norm_num
  unfold detPrefactor
  refine ⟨Complex.conj_ofReal _, ?_⟩
  rw [← Complex.ofReal_mul, h]
  simp
```

The exchange identity is proved for every two-electron function, antisymmetric or not. The tactic `fin_cases` splits into the four spin components of the calculation by hand. The proof uses the Cartesian matrices directly instead of ladder operators, and `Complex.I_sq` supplies $i^2 = -1$ in the $S_y^2$ term.

```lean
/-- Dirac's spin exchange identity: on every two-electron function, S² is the identity plus
the exchange of the spin indices. -/
theorem totalSpinSq_eq (Ψ : TwoElectron n) : totalSpinSq Ψ = Ψ + spinSwap Ψ := by
  funext x y
  obtain ⟨i, σ⟩ := x
  obtain ⟨j, τ⟩ := y
  -- check the four spin components; S_y² contributes through i² = -1
  fin_cases σ <;> fin_cases τ <;>
    simp [totalSpinSq, totalSpin, sx, sy, sz, spinSwap, Fin.sum_univ_two] <;>
    ring_nf <;> simp only [Complex.I_sq] <;> ring
```

Two properties of the determinant need no normalisation: it is odd under exchange of the full coordinates, and $S_z\Psi = 0$.

```lean
/-- The determinant changes sign when the two electrons are exchanged. -/
theorem uhf_antisymm (a b : n → ℂ) (x y : n × Fin 2) : uhf a b y x = -uhf a b x y := by
  unfold uhf
  ring

/-- The total S_z annihilates the determinant. -/
theorem uhf_sz (a b : n → ℂ) : totalSpin sz (uhf a b) = 0 := by
  funext x y
  obtain ⟨i, σ⟩ := x
  obtain ⟨j, τ⟩ := y
  fin_cases σ <;> fin_cases τ <;>
    simp [totalSpin, sz, uhf, spinOrbital, alpha, beta, Fin.sum_univ_two]
```

The next lemma shows $\langle b|a\rangle = \overline{\langle a|b\rangle}$ term by term and concludes $\langle a|b\rangle\langle b|a\rangle = |\langle a|b\rangle|^2$. The modulus is written `‖overlap a b‖`.

```lean
variable [Fintype n]

/-- The product ⟨a|b⟩⟨b|a⟩ is the squared modulus of the overlap. -/
theorem overlap_mul_swap (a b : n → ℂ) :
    overlap a b * overlap b a = ((‖overlap a b‖ ^ 2 : ℝ) : ℂ) := by
  have h : overlap b a = conj (overlap a b) := by
    unfold overlap
    rw [map_sum]
    refine Finset.sum_congr rfl fun i _ => ?_
    rw [map_mul, Complex.conj_conj, mul_comm]
  rw [h, Complex.mul_conj, Complex.normSq_eq_norm_sq]
```

The two brackets are computed for arbitrary $a$ and $b$. In each proof `key` is the displayed sum of two products of overlaps: the spin sums are written out, both sides become double sums over $i$ and $j$, and the summands are compared. Inserting the square of the prefactor finishes the first, and `overlap_mul_swap` finishes the second.

```lean
/-- For arbitrary spatial orbitals, the squared norm of the determinant is ⟨a|a⟩⟨b|b⟩. -/
theorem uhf_norm (a b : n → ℂ) :
    braket (uhf a b) (uhf a b) = overlap a a * overlap b b := by
  obtain ⟨hc, hc2⟩ := detPrefactor_facts
  -- only the αβ and βα spin components survive
  have key : braket (uhf a b) (uhf a b) = detPrefactor * detPrefactor *
      (overlap a a * overlap b b + overlap b b * overlap a a) := by
    simp only [braket, overlap, Fintype.sum_prod_type, Fin.sum_univ_two, Finset.sum_mul_sum,
      ← Finset.sum_add_distrib]
    simp only [Finset.mul_sum]
    refine Finset.sum_congr rfl fun i _ => Finset.sum_congr rfl fun j _ => ?_
    simp [uhf, spinOrbital, alpha, beta, hc]
    ring
  rw [key, hc2]
  ring

/-- For arbitrary spatial orbitals, the bracket of the determinant with its spin-exchanged
copy is -|⟨a|b⟩|². -/
theorem uhf_spinSwap (a b : n → ℂ) :
    braket (uhf a b) (spinSwap (uhf a b)) = -((‖overlap a b‖ ^ 2 : ℝ) : ℂ) := by
  obtain ⟨hc, hc2⟩ := detPrefactor_facts
  -- spin exchange couples the αβ component to the βα component
  have key : braket (uhf a b) (spinSwap (uhf a b)) = -(detPrefactor * detPrefactor) *
      (overlap a b * overlap b a + overlap b a * overlap a b) := by
    simp only [braket, overlap, Fintype.sum_prod_type, Fin.sum_univ_two, Finset.sum_mul_sum,
      ← Finset.sum_add_distrib]
    simp only [Finset.mul_sum]
    refine Finset.sum_congr rfl fun i _ => Finset.sum_congr rfl fun j _ => ?_
    simp [spinSwap, uhf, spinOrbital, alpha, beta, hc]
    ring
  have h := overlap_mul_swap a b
  rw [key, hc2]
  linear_combination (-1) * h
```

The main theorem takes the hypotheses `ha` and `hb`, which are $\langle a|a\rangle = 1$ and $\langle b|b\rangle = 1$. It states that $\langle\Psi|\Psi\rangle = 1$ and that $\langle\Psi|S^2\Psi\rangle$ is the real number $1 - |\langle a|b\rangle|^2$ read as a complex number. The first part is what makes the undivided bracket an expectation value. The proof rewrites $S^2$ as $1 + P$, splits the bracket by additivity (`hadd`) and inserts the two preceding results.

```lean
/-- For normalised spatial orbitals the determinant is normalised and the expectation value
of S² is 1 - |⟨a|b⟩|². -/
theorem uhf_totalSpinSq (a b : n → ℂ) (ha : overlap a a = 1) (hb : overlap b b = 1) :
    braket (uhf a b) (uhf a b) = 1 ∧
      braket (uhf a b) (totalSpinSq (uhf a b)) = ((1 - ‖overlap a b‖ ^ 2 : ℝ) : ℂ) := by
  have hadd : ∀ Φ X Y : TwoElectron n, braket Φ (X + Y) = braket Φ X + braket Φ Y := by
    intro Φ X Y
    simp only [braket, Pi.add_apply, mul_add, Finset.sum_add_distrib]
  constructor
  · rw [uhf_norm, ha, hb, one_mul]
  · -- S² = 1 + P, then the two brackets above
    rw [totalSpinSq_eq, hadd, uhf_norm, uhf_spinSwap, ha, hb]
    push_cast
    ring
```

Under the same hypotheses $\langle S^2\rangle = \langle r|r\rangle$. The step `expand` gives the four terms of $\langle b - sa|b - sa\rangle$; with unit vectors the last two cancel and the second is $-|s|^2$.

```lean
/-- For normalised orbitals the expectation value of S² is the squared norm of
b - ⟨a|b⟩ a. -/
theorem uhf_totalSpinSq_eq_residual (a b : n → ℂ) (ha : overlap a a = 1)
    (hb : overlap b b = 1) :
    braket (uhf a b) (totalSpinSq (uhf a b)) =
      overlap (b - overlap a b • a) (b - overlap a b • a) := by
  have expand : ∀ s : ℂ, overlap (b - s • a) (b - s • a) =
      overlap b b - s * overlap b a - conj s * overlap a b + conj s * s * overlap a a := by
    intro s
    simp only [overlap, Finset.mul_sum, ← Finset.sum_sub_distrib, ← Finset.sum_add_distrib]
    refine Finset.sum_congr rfl fun i _ => ?_
    simp only [Pi.sub_apply, Pi.smul_apply, smul_eq_mul, map_sub, map_mul]
    ring
  have h := overlap_mul_swap a b
  rw [(uhf_totalSpinSq a b ha hb).2, expand, ha, hb]
  push_cast at h ⊢
  linear_combination h
```

The bounds are stated for the real part of the bracket, which by the main theorem is the whole value. The lower bound holds because $\langle r|r\rangle$ is a sum of squared moduli, the upper bound because $|s|^2 \ge 0$.

```lean
/-- For normalised orbitals the real part of the expectation value of S² lies between 0 and 1,
and the expectation value equals 1 exactly when the spatial orbitals are orthogonal. -/
theorem uhf_totalSpinSq_bounds (a b : n → ℂ) (ha : overlap a a = 1) (hb : overlap b b = 1) :
    0 ≤ (braket (uhf a b) (totalSpinSq (uhf a b))).re ∧
      (braket (uhf a b) (totalSpinSq (uhf a b))).re ≤ 1 ∧
      (braket (uhf a b) (totalSpinSq (uhf a b)) = 1 ↔ overlap a b = 0) := by
  have hpos : ∀ r : n → ℂ, 0 ≤ (overlap r r).re := by
    intro r
    unfold overlap
    rw [Complex.re_sum]
    refine Finset.sum_nonneg fun i _ => ?_
    rw [← Complex.normSq_eq_conj_mul_self, Complex.ofReal_re]
    exact Complex.normSq_nonneg _
  refine ⟨?_, ?_, ?_⟩
  · rw [uhf_totalSpinSq_eq_residual a b ha hb]
    exact hpos _
  · rw [(uhf_totalSpinSq a b ha hb).2, Complex.ofReal_re]
    have := sq_nonneg ‖overlap a b‖
    linarith
  · rw [(uhf_totalSpinSq a b ha hb).2]
    constructor
    · intro h
      have hre := congrArg Complex.re h
      rw [Complex.ofReal_re, Complex.one_re] at hre
      have h2 : ‖overlap a b‖ ^ 2 = 0 := by linarith
      exact norm_eq_zero.mp ((pow_eq_zero_iff two_ne_zero).mp h2)
    · intro h
      simp [h]
```

Both $\langle S^2\rangle = 0$ and $S^2\Psi = 0$ are equivalent to $b = c\,a$ with $|c| = 1$. Three implications form a cycle. In `fwd` the witness is $c = \langle a|b\rangle$, with $r = 0$ obtained from `hzero`; `back` is $P\Psi = -\Psi$ and does not use $|c| = 1$; `mid` passes from $S^2\Psi = 0$ to the vanishing bracket. Among these normalised determinants, the singlets are therefore exactly the restricted ones, up to a phase.

```lean
/-- For normalised orbitals, the expectation value of S² vanishes exactly when b is a phase
times a, and S² annihilates the determinant under exactly the same condition. -/
theorem uhf_totalSpinSq_eq_zero_iff (a b : n → ℂ) (ha : overlap a a = 1)
    (hb : overlap b b = 1) :
    (braket (uhf a b) (totalSpinSq (uhf a b)) = 0 ↔ ∃ c : ℂ, ‖c‖ = 1 ∧ b = c • a) ∧
      (totalSpinSq (uhf a b) = 0 ↔ ∃ c : ℂ, ‖c‖ = 1 ∧ b = c • a) := by
  -- a vector of zero norm vanishes
  have hzero : ∀ r : n → ℂ, overlap r r = 0 → r = 0 := by
    intro r h
    have h3 : ∑ i, Complex.normSq (r i) = 0 := by
      have hre := congrArg Complex.re h
      unfold overlap at hre
      rw [Complex.re_sum, Complex.zero_re] at hre
      refine Eq.trans ?_ hre
      refine Finset.sum_congr rfl fun i _ => ?_
      rw [← Complex.normSq_eq_conj_mul_self, Complex.ofReal_re]
    funext i
    exact Complex.normSq_eq_zero.mp
      ((Finset.sum_eq_zero_iff_of_nonneg (fun i _ => Complex.normSq_nonneg (r i))).mp h3 i
        (Finset.mem_univ i))
  -- zero expectation value forces b = ⟨a|b⟩ a with |⟨a|b⟩| = 1
  have fwd : braket (uhf a b) (totalSpinSq (uhf a b)) = 0 → ∃ c : ℂ, ‖c‖ = 1 ∧ b = c • a := by
    intro h
    have hm := (uhf_totalSpinSq a b ha hb).2
    have hr := uhf_totalSpinSq_eq_residual a b ha hb
    rw [h] at hm hr
    have hre := congrArg Complex.re hm
    rw [Complex.zero_re, Complex.ofReal_re] at hre
    have h2 : ‖overlap a b‖ ^ 2 = 1 ^ 2 := by
      rw [one_pow]
      linarith
    exact ⟨overlap a b, (sq_eq_sq₀ (norm_nonneg _) zero_le_one).mp h2,
      sub_eq_zero.mp (hzero _ hr.symm)⟩
  -- proportional orbitals make the determinant odd under spin exchange
  have back : (∃ c : ℂ, ‖c‖ = 1 ∧ b = c • a) → totalSpinSq (uhf a b) = 0 := by
    rintro ⟨c, -, hbc⟩
    rw [totalSpinSq_eq, hbc]
    funext x y
    simp only [Pi.add_apply, Pi.zero_apply, Pi.smul_apply, smul_eq_mul, spinSwap, uhf,
      spinOrbital]
    ring
  have mid : totalSpinSq (uhf a b) = 0 → braket (uhf a b) (totalSpinSq (uhf a b)) = 0 := by
    intro h
    rw [h]
    simp [braket]
  exact ⟨⟨fwd, fun h => mid (back h)⟩, ⟨fun h => fwd (mid h), back⟩⟩
```

The variance is stated as $\langle\Psi|S^2S^2\Psi\rangle - \langle\Psi|S^2\Psi\rangle^2$. The relation $(S^2)^2 = 2S^2$ is the internal step `hsq`, valid for every two-electron function. For orthogonal orbitals the mean and the variance both equal 1.

```lean
/-- For normalised orbitals the variance ⟨(S²)²⟩ - ⟨S²⟩² in the determinant is
1 - |⟨a|b⟩|⁴. -/
theorem uhf_totalSpinSq_variance (a b : n → ℂ) (ha : overlap a a = 1) (hb : overlap b b = 1) :
    braket (uhf a b) (totalSpinSq (totalSpinSq (uhf a b))) -
        braket (uhf a b) (totalSpinSq (uhf a b)) ^ 2 =
      ((1 - ‖overlap a b‖ ^ 4 : ℝ) : ℂ) := by
  -- (1 + P)² = 2 (1 + P) because P² = 1
  have hsq : ∀ Φ : TwoElectron n,
      totalSpinSq (totalSpinSq Φ) = totalSpinSq Φ + totalSpinSq Φ := by
    intro Φ
    simp only [totalSpinSq_eq]
    funext x y
    obtain ⟨i, σ⟩ := x
    obtain ⟨j, τ⟩ := y
    simp only [Pi.add_apply, spinSwap]
    ring
  have hadd : ∀ Φ X Y : TwoElectron n, braket Φ (X + Y) = braket Φ X + braket Φ Y := by
    intro Φ X Y
    simp only [braket, Pi.add_apply, mul_add, Finset.sum_add_distrib]
  rw [hsq, hadd, (uhf_totalSpinSq a b ha hb).2]
  push_cast
  ring

end

end UnrestrictedDeterminantSpin
```

```lean
#print axioms UnrestrictedDeterminantSpin.uhf_sz
#print axioms UnrestrictedDeterminantSpin.uhf_totalSpinSq_bounds
#print axioms UnrestrictedDeterminantSpin.uhf_totalSpinSq_eq_zero_iff
#print axioms UnrestrictedDeterminantSpin.uhf_totalSpinSq_variance
```

```
'UnrestrictedDeterminantSpin.uhf_sz' depends on axioms: [propext, Classical.choice, Quot.sound]
'UnrestrictedDeterminantSpin.uhf_totalSpinSq_bounds' depends on axioms: [propext, Classical.choice, Quot.sound]
'UnrestrictedDeterminantSpin.uhf_totalSpinSq_eq_zero_iff' depends on axioms: [propext, Classical.choice, Quot.sound]
'UnrestrictedDeterminantSpin.uhf_totalSpinSq_variance' depends on axioms: [propext, Classical.choice, Quot.sound]
```

Three further statements lie beyond what the theorems establish. The relation $(S^2)^2 = 2S^2$ restricts the eigenvalues to 0 and 2, which makes $\tfrac12(1 - |s|^2)$ the triplet weight of $\Psi$. In terms of the density matrices of the spin-up and the spin-down electron, $D^\alpha = |a\rangle\langle a|$ and $D^\beta = |b\rangle\langle b|$, the squared modulus of the overlap is $\operatorname{tr}(D^\alpha D^\beta)$. For $N_\alpha \ge N_\beta$ electrons in orbitals $a_k$ and $b_l$, orthonormal within each spin, the corresponding formula is $\langle S^2\rangle = M(M+1) + N_\beta - \sum_{kl}|\langle a_k|b_l\rangle|^2$ with $M = \tfrac12(N_\alpha - N_\beta)$, of which the present result is the case $N_\alpha = N_\beta = 1$.
